# The Schrieffer–Wolff generator cancels first-order hybridization with one off-resonant bath level

Let $d_s$ and $c_s$ annihilate an electron of spin $s$ on an impurity and on a single bath level. Write $n_{ds}=d_s^\dagger d_s$ and $n_{cs}=c_s^\dagger c_s$, let $-s$ be the spin opposite to $s$, and let the real numbers $e$, $U$, $k$, $V$ be the impurity level, the repulsion of two electrons on the impurity, the bath level and the hybridization strength. Set

$$H_0=e\sum_s n_{ds}+U\,n_{d\uparrow}n_{d\downarrow}+k\sum_s n_{cs},\qquad H_V=V\sum_s(d_s^\dagger c_s+c_s^\dagger d_s).$$

If $e\neq k$ and $e+U\neq k$, then

$$S=V\sum_s G_s\,(d_s^\dagger c_s-c_s^\dagger d_s),\qquad G_s=\frac{n_{d,-s}}{e+U-k}+\frac{1-n_{d,-s}}{e-k}$$

satisfies $[S,H_0]=-H_V$. The two denominators are the energies needed to move a bath electron onto the impurity when the opposite spin is present or absent there. The hypotheses say that neither move is resonant.

For this one-level bath, the identity removes the term linear in $V$ from the transformed Hamiltonian $\exp(S)(H_0+H_V)\exp(-S)$, which is the first step from an Anderson model towards an effective spin-exchange model.

## Derivation from the anticommutators

Let $a_i$ run over the four modes, with $\{a_i,a_j\}=0$ and $\{a_i,a_j^\dagger\}=\delta_{ij}$, and let $n_r=a_r^\dagger a_r$. Then

$$n_ra_q=-a_r^\dagger a_qa_r=-(\delta_{qr}-a_qa_r^\dagger)a_r=a_qn_r-\delta_{qr}a_q.$$

The adjoint relation is $n_ra_p^\dagger=a_p^\dagger n_r+\delta_{pr}a_p^\dagger$. Together they give

$$[n_r,a_p^\dagger a_q]=(\delta_{pr}-\delta_{qr})\,a_p^\dagger a_q.$$

For $p=q$ the right side vanishes, so number operators commute. Since $a_i^2=0$, also $n_i^2=a_i^\dagger(1-a_i^\dagger a_i)a_i=n_i$.

Now let $T=d_s^\dagger c_s$ with $\sigma=1$, or $T=c_s^\dagger d_s$ with $\sigma=-1$. Then $[n_{ds},T]=\sigma T$ and $[n_{cs},T]=-\sigma T$, while $T$ commutes with both opposite-spin occupations. With $n=n_{d,-s}$,

$$[T,H_0]=-\sigma eT-\sigma UnT+\sigma kT=-\sigma(e-k+Un)T.$$

Because $n^2=n$,

$$n(e-k+Un)=(e+U-k)n,\qquad (1-n)(e-k+Un)=(e-k)(1-n).$$

Dividing by the respective energies and adding gives $G_s(e-k+Un)=n+(1-n)=1$. As $G_s$ commutes with $H_0$, we get $[G_sT,H_0]=G_s[T,H_0]=-\sigma T$. Subtracting the $\sigma=-1$ case from the $\sigma=1$ case gives $-d_s^\dagger c_s-c_s^\dagger d_s$. Multiplying by $V$ and summing over spin gives $-H_V$.

## The same generator in a matrix calculation

In the occupation basis, $H_0$ is diagonal with energies $E_m$, and the equation reads $S_{mn}(E_n-E_m)=-(H_V)_{mn}$. A program can therefore set $S_{mn}=(H_V)_{mn}/(E_m-E_n)$ wherever $(H_V)_{mn}\neq0$, and zero elsewhere. For this cluster the result is the $16\times16$ matrix of the operator formula, and the largest magnitude among the entries of $SH_0-H_0S+H_V$ should be at rounding level. The nonzero entries of $S$ are $\pm V/(e-k)$ and $\pm V/(e+U-k)$. Near a resonance one of these ratios is no longer small, and a low-order expansion is unreliable.

## Canonical fermions and an explicit realization

```lean
import Mathlib

open Matrix

namespace AndersonSchriefferWolff

noncomputable section
```

The anticommutators are the only assumption made about the modes. The adjoint is `star`.

```lean
/-- Canonical fermions: annihilators anticommute with each other, and the anticommutator of
an annihilator with a creator is one for equal modes and zero otherwise. -/
structure CanonicalFermions {ι A : Type*} [DecidableEq ι] [Ring A] [StarRing A]
    (a : ι → A) : Prop where
  anti : ∀ i j, a i * a j + a j * a i = 0
  mixed : ∀ i j, a i * star (a j) + star (a j) * a i = if i = j then 1 else 0
```

The assumption is realized by matrices built one mode at a time. The sign in `diag(b, -b)` makes the old modes anticommute with the new one.

```lean
/-- Adds one fermion mode to a family: the new mode is the lowering matrix, and each old
mode `b` becomes the block matrix `diag(b, -b)`. -/
def addMode {A : Type*} [Ring A] {n : ℕ} (b : Fin n → A) :
    Fin (n + 1) → Matrix (Fin 2) (Fin 2) A :=
  Fin.cons !![0, 1; 0, 0] (fun i => !![b i, 0; 0, -b i])
```

The proof separates new and old modes and checks the four blocks of each matrix equation.

```lean
/-- Adding a mode to canonical fermions gives canonical fermions. -/
theorem addMode_canonical {A : Type*} [Ring A] [StarRing A] {n : ℕ} {b : Fin n → A}
    (h : CanonicalFermions b) : CanonicalFermions (addMode b) := by
  constructor
  · intro i j
    refine Fin.cases ?_ (fun i => ?_) i <;> refine Fin.cases ?_ (fun j => ?_) j <;>
      ext x y <;> fin_cases x <;> fin_cases y <;>
      simp [addMode, h.anti]
  · intro i j
    have hstar : ∀ p q r s : A,
        star !![p, q; r, s] = !![star p, star r; star q, star s] := by
      intro p q r s
      ext x y
      fin_cases x <;> fin_cases y <;> rfl
    refine Fin.cases ?_ (fun i => ?_) i <;> refine Fin.cases ?_ (fun j => ?_) j
    on_goal 4 =>
      have hm := h.mixed i j
      by_cases hij : i = j
      · subst hij
        rw [if_pos rfl] at hm
        ext x y
        fin_cases x <;> fin_cases y <;>
          simp [addMode, hstar, hm]
      · rw [if_neg hij] at hm
        ext x y
        fin_cases x <;> fin_cases y <;>
          simp [addMode, hstar, hm, hij]
    all_goals
      ext x y
      fin_cases x <;> fin_cases y <;>
        simp [addMode, hstar, Fin.succ_ne_zero, (Fin.succ_ne_zero _).symm]
```

The labels `.inl s` and `.inr s` mean $d_s$ and $c_s$, with `true` for spin up.

```lean
/-- Numbering of the four modes: impurity up, impurity down, bath up, bath down. -/
def modeIndex : Bool ⊕ Bool → Fin 4
  | .inl true => 0
  | .inl false => 1
  | .inr true => 2
  | .inr false => 3

/-- Explicit matrices for the four modes of the impurity and the bath level. -/
def clusterModes (i : Bool ⊕ Bool) : Matrix (Fin 2) (Fin 2) (Matrix (Fin 2) (Fin 2)
    (Matrix (Fin 2) (Fin 2) (Matrix (Fin 2) (Fin 2) ℂ))) :=
  addMode (addMode (addMode (addMode (fun i : Fin 0 => i.elim0)))) (modeIndex i)
```

Starting from no modes, four additions give operators on the full 16-dimensional Fock space.

```lean
/-- The explicit matrices `clusterModes` are canonical fermions. -/
theorem clusterModes_witness : CanonicalFermions clusterModes := by
  have h0 : CanonicalFermions (fun i : Fin 0 => (i.elim0 : ℂ)) :=
    ⟨fun i => i.elim0, fun i => i.elim0⟩
  have h4 := addMode_canonical (addMode_canonical (addMode_canonical (addMode_canonical h0)))
  have inj : ∀ i j, modeIndex i = modeIndex j → i = j := by decide
  refine ⟨fun i j => h4.anti (modeIndex i) (modeIndex j), fun i j => ?_⟩
  have hm := h4.mixed (modeIndex i) (modeIndex j)
  by_cases hij : i = j
  · subst hij
    rw [if_pos rfl] at hm ⊢
    exact hm
  · rw [if_neg (fun h => hij (inj i j h))] at hm
    rw [if_neg hij]
    exact hm
```

## Operators of the cluster

The theorems hold in any real star-algebra whose scalars are compatible with the adjoint (`StarModule ℝ A`), including these complex matrices. The parameters $e,U,k,V$ are real.

```lean
variable {ι A : Type*} [DecidableEq ι] [Ring A] [StarRing A] [Algebra ℝ A]

/-- The commutator of two operators. -/
def comm (x y : A) : A := x * y - y * x

/-- The operator moving a fermion from mode `j` to mode `i`. -/
def hop (a : ι → A) (i j : ι) : A := star (a i) * a j

/-- The occupation number of a mode. -/
def number (a : ι → A) (i : ι) : A := star (a i) * a i

/-- Impurity level `e` with repulsion `U`, and a bath level `k`, without hybridization. -/
def H0 (a : Bool ⊕ Bool → A) (e U k : ℝ) : A :=
  e • (number a (.inl true) + number a (.inl false))
    + U • (number a (.inl true) * number a (.inl false))
    + k • (number a (.inr true) + number a (.inr false))

/-- Hybridization of strength `V` between impurity and bath. -/
def hybridization (a : Bool ⊕ Bool → A) (V : ℝ) : A :=
  V • ∑ s : Bool, (hop a (.inl s) (.inr s) + hop a (.inr s) (.inl s))
```

In `denominator`, which is $G_s$, the expression `!s` is the opposite spin.

```lean
/-- Inverse excitation energy for spin `s`, depending on whether the impurity holds an
electron of opposite spin. -/
def denominator (a : Bool ⊕ Bool → A) (e U k : ℝ) (s : Bool) : A :=
  (e + U - k)⁻¹ • number a (.inl (!s)) + (e - k)⁻¹ • (1 - number a (.inl (!s)))

/-- The Schrieffer-Wolff generator `S`. -/
def generator (a : Bool ⊕ Bool → A) (e U k V : ℝ) : A :=
  V • ∑ s : Bool, denominator a e U k s * (hop a (.inl s) (.inr s) - hop a (.inr s) (.inl s))
```

## Commutators by `linear_combination`

The first lemma is the relation for $[n_r,a_p^\dagger a_q]$. Its inner steps `ann` and `cre` treat the annihilator and the creator.

```lean
/-- Moving a fermion from mode `q` to mode `p` raises the occupation of `p` by one, lowers
that of `q` by one, and leaves other modes alone. -/
theorem number_hop [StarModule ℝ A] {a : ι → A} (h : CanonicalFermions a) (r p q : ι) :
    number a r * hop a p q = hop a p q * number a r
      + ((if p = r then (1 : ℝ) else 0) - (if q = r then 1 else 0)) • hop a p q := by
  have ann : ∀ q, number a r * a q
      = a q * number a r - (if q = r then (1 : ℝ) else 0) • a q := by
    intro q
    have h1 := h.anti r q
    have h2 := h.mixed q r
    by_cases hqr : q = r
    · subst hqr
      rw [if_pos rfl] at h2 ⊢
      simp only [number, one_smul]
      linear_combination (norm := noncomm_ring) star (a q) * h1 - h2 * a q
    · rw [if_neg hqr] at h2 ⊢
      simp only [number, zero_smul, sub_zero]
      linear_combination (norm := noncomm_ring) star (a r) * h1 - h2 * a r
  -- the relation for creators is the adjoint one
  have cre : number a r * star (a p)
      = star (a p) * number a r + (if p = r then (1 : ℝ) else 0) • star (a p) := by
    have h3 := congrArg star (ann p)
    simp only [number, star_mul, star_sub, star_smul, star_star, star_trivial] at h3
    simp only [number]
    rw [h3, sub_add_cancel]
  unfold hop
  calc number a r * (star (a p) * a q) = (number a r * star (a p)) * a q :=
        (mul_assoc _ _ _).symm
    _ = star (a p) * (number a r * a q)
        + (if p = r then (1 : ℝ) else 0) • (star (a p) * a q) := by
        rw [cre, add_mul, smul_mul_assoc, mul_assoc]
    _ = _ := by
        rw [ann, mul_sub, mul_smul_comm, ← mul_assoc]
        module
```

The proofs turn on `linear_combination` with a replaced normalizer. The tactic subtracts a stated combination of known equations from the goal and leaves the remainder to be simplified to zero. The default normalizer assumes commuting factors, whereas `noncomm_ring` preserves operator order, so equations may be multiplied from the left or the right. For $q\neq r$, the combination `star (a r) * h1 - h2 * a r` is

$$a_r^\dagger(a_ra_q+a_qa_r)-(a_qa_r^\dagger+a_r^\dagger a_q)a_r=a_r^\dagger a_ra_q-a_qa_r^\dagger a_r,$$

which is exactly the difference of the two sides of the goal. Where only scalar coefficients need collecting, `module` takes the normalizer's place.

```lean
/-- Occupation numbers of any two modes commute. -/
theorem number_comm [StarModule ℝ A] {a : ι → A} (h : CanonicalFermions a) (r q : ι) :
    Commute (number a r) (number a q) := by
  have h1 := number_hop h r q q
  rw [sub_self, zero_smul, add_zero] at h1
  exact h1

/-- An occupation number equals its own square. -/
theorem number_idem {a : ι → A} (h : CanonicalFermions a) (i : ι) :
    number a i * number a i = number a i := by
  have h1 : a i * a i = 0 := by
    calc a i * a i = (1 / 2 : ℝ) • (a i * a i + a i * a i) := by module
      _ = 0 := by rw [h.anti, smul_zero]
  have h2 := h.mixed i i
  rw [if_pos rfl] at h2
  unfold number
  linear_combination (norm := noncomm_ring)
    star (a i) * h2 * a i - star (a i) * star (a i) * h1
```

## Inverting the excitation energy

The next lemma treats both hopping directions through $\sigma$. Its hypotheses `hm`, `hn`, `hp` and `hq` state how $T$ changes the four occupations. Inside, `hT` computes $[T,H_0]$, `hinv` proves $G_s(e-k+Un)=1$, and `hG` lets $G_s$ pass through $H_0$.

```lean
/-- Let `e ≠ k` and `e + U ≠ k`. If `T` moves `σ` electrons of spin `s` from bath to impurity and
keeps the opposite-spin occupations, the commutator of `T`, weighted by the inverse excitation
energy, with `H0` is `-σ T`. -/
theorem weighted_transfer [StarModule ℝ A] {a : Bool ⊕ Bool → A} (h : CanonicalFermions a)
    {e U k : ℝ} (h1 : e ≠ k) (h2 : e + U ≠ k) (s : Bool) {T : A} {σ : ℝ}
    (hm : number a (.inl s) * T = T * number a (.inl s) + σ • T)
    (hn : number a (.inl (!s)) * T = T * number a (.inl (!s)))
    (hp : number a (.inr s) * T = T * number a (.inr s) + (-σ) • T)
    (hq : number a (.inr (!s)) * T = T * number a (.inr (!s))) :
    comm (denominator a e U k s * T) (H0 a e U k) = (-σ) • T := by
  have c := number_comm h
  have hH : H0 a e U k = e • (number a (.inl s) + number a (.inl (!s)))
      + U • (number a (.inl s) * number a (.inl (!s)))
      + k • (number a (.inr s) + number a (.inr (!s))) := by
    cases s
    · simp only [H0, Bool.not_false]
      rw [(c (.inl true) (.inl false)).eq]
      module
    · rfl
  have hnH : Commute (number a (.inl (!s))) (H0 a e U k) :=
    ((((c _ _).add_right (c _ _)).smul_right e).add_right
      (((c _ _).mul_right (c _ _)).smul_right U)).add_right
      (((c _ _).add_right (c _ _)).smul_right k)
  have hG : denominator a e U k s * H0 a e U k = H0 a e U k * denominator a e U k s :=
    ((hnH.smul_left _).add_left (((Commute.one_left _).sub_left hnH).smul_left _)).eq
  -- the excitation energy is e - k + U n, with n the opposite-spin occupation
  have hT : T * H0 a e U k - H0 a e U k * T
      = (-σ) • (((e - k) • (1 : A) + U • number a (.inl (!s))) * T) := by
    rw [hH]
    generalize number a (.inl s) = m at *
    generalize number a (.inl (!s)) = n at *
    have hmn : m * n * T = T * (m * n) + σ • (n * T) := by
      calc m * n * T = m * (n * T) := mul_assoc _ _ _
        _ = m * T * n := by rw [hn, mul_assoc]
        _ = _ := by rw [hm, hn, add_mul, smul_mul_assoc, mul_assoc]
    simp only [mul_add, add_mul, mul_smul_comm, smul_mul_assoc, one_mul, hm, hn, hp, hq, hmn]
    module
  -- the denominator inverts it, because n is idempotent
  have hinv : denominator a e U k s * ((e - k) • (1 : A) + U • number a (.inl (!s))) = 1 := by
    have hα := inv_mul_cancel₀ (sub_ne_zero.mpr h2)
    have hβ := inv_mul_cancel₀ (sub_ne_zero.mpr h1)
    simp only [denominator, mul_add, add_mul, sub_mul, smul_mul_assoc, mul_smul_comm,
      mul_one, one_mul, number_idem h]
    linear_combination (norm := module)
      hα • number a (.inl (!s)) + hβ • (1 - number a (.inl (!s)))
  unfold comm
  calc denominator a e U k s * T * H0 a e U k - H0 a e U k * (denominator a e U k s * T)
      = denominator a e U k s * (T * H0 a e U k - H0 a e U k * T) := by
        linear_combination (norm := noncomm_ring) hG * T
    _ = (-σ) • T := by rw [hT, mul_smul_comm, ← mul_assoc, hinv, one_mul]
```

The main theorem applies this to both directions, in `hin` and `hout`, and adds the results over spin.

```lean
/-- Away from the resonances `e = k` and `e + U = k`, the generator satisfies
`[S, H0] = -V ∑ (d† c + c† d)`, summed over spin. -/
theorem generator_comm_H0 [StarModule ℝ A] {a : Bool ⊕ Bool → A} (h : CanonicalFermions a)
    {e U k : ℝ} (V : ℝ) (h1 : e ≠ k) (h2 : e + U ≠ k) :
    comm (generator a e U k V) (H0 a e U k) = -hybridization a V := by
  have hin : ∀ s, comm (denominator a e U k s * hop a (.inl s) (.inr s)) (H0 a e U k)
      = (-(1 : ℝ)) • hop a (.inl s) (.inr s) := fun s =>
    weighted_transfer h h1 h2 s
      (by simpa using number_hop h (.inl s) (.inl s) (.inr s))
      (by have := number_hop h (.inl (!s)) (.inl s) (.inr s)
          cases s <;> simpa using this)
      (by simpa using number_hop h (.inr s) (.inl s) (.inr s))
      (by have := number_hop h (.inr (!s)) (.inl s) (.inr s)
          cases s <;> simpa using this)
  have hout : ∀ s, comm (denominator a e U k s * hop a (.inr s) (.inl s)) (H0 a e U k)
      = (-(-1 : ℝ)) • hop a (.inr s) (.inl s) := fun s =>
    weighted_transfer h h1 h2 s
      (by simpa using number_hop h (.inl s) (.inr s) (.inl s))
      (by have := number_hop h (.inl (!s)) (.inr s) (.inl s)
          cases s <;> simpa using this)
      (by simpa using number_hop h (.inr s) (.inr s) (.inl s))
      (by have := number_hop h (.inr (!s)) (.inr s) (.inl s)
          cases s <;> simpa using this)
  -- add both hopping directions and both spins
  simp only [comm] at hin hout
  simp only [comm, generator, hybridization, Fintype.sum_bool, smul_mul_assoc,
    mul_smul_comm, mul_add, add_mul, mul_sub, sub_mul]
  linear_combination (norm := module)
    V • (hin true) - V • (hout true) + V • (hin false) - V • (hout false)
```

## Anti-Hermiticity and the second-order terms

$G_s$ is Hermitian and commutes with the anti-Hermitian difference $d_s^\dagger c_s-c_s^\dagger d_s$, so $S^\dagger=-S$. The argument holds for any real coefficients, so the theorem carries no off-resonance hypothesis. At a resonance the formula for $S$ is undefined, and Lean gives it a value only through its convention $0^{-1}=0$.

```lean
/-- The generator is anti-Hermitian. -/
theorem generator_antihermitian [StarModule ℝ A] {a : Bool ⊕ Bool → A}
    (h : CanonicalFermions a) (e U k V : ℝ) :
    star (generator a e U k V) = -generator a e U k V := by
  have key : ∀ s, star (denominator a e U k s *
      (hop a (.inl s) (.inr s) - hop a (.inr s) (.inl s)))
      = -(denominator a e U k s * (hop a (.inl s) (.inr s) - hop a (.inr s) (.inl s))) := by
    intro s
    have c1 : Commute (number a (.inl (!s))) (hop a (.inl s) (.inr s)) := by
      have := number_hop h (.inl (!s)) (.inl s) (.inr s)
      cases s <;> simpa [Commute, SemiconjBy] using this
    have c2 : Commute (number a (.inl (!s))) (hop a (.inr s) (.inl s)) := by
      have := number_hop h (.inl (!s)) (.inr s) (.inl s)
      cases s <;> simpa [Commute, SemiconjBy] using this
    have c3 := c1.sub_right c2
    have hG : Commute (denominator a e U k s)
        (hop a (.inl s) (.inr s) - hop a (.inr s) (.inl s)) :=
      (c3.smul_left _).add_left (((Commute.one_left _).sub_left c3).smul_left _)
    have hs : star (denominator a e U k s) = denominator a e U k s := by
      simp [denominator, number]
    have ht : star (hop a (.inl s) (.inr s) - hop a (.inr s) (.inl s))
        = -(hop a (.inl s) (.inr s) - hop a (.inr s) (.inl s)) := by
      simp [hop]
    rw [star_mul, hs, ht, neg_mul, hG.eq]
  simp only [generator, star_smul, star_trivial, star_sum, key, Finset.sum_neg_distrib,
    smul_neg]
```

Expanding $\exp(S)(H_0+H_V)\exp(-S)$ and keeping terms through order $V^2$ gives

$$H_0+H_V+[S,H_0+H_V]+\tfrac12[S,[S,H_0]]=H_0+\tfrac12[S,H_V],$$

since $[S,H_0]=-H_V$ cancels the linear term and turns the last term on the left into $-\tfrac12[S,H_V]$.

```lean
/-- Away from the resonances `e = k` and `e + U = k`, the sum `H0 + HV + [S, H0 + HV] + [S, [S, H0]]
/ 2` equals `H0 + [S, HV] / 2`, with `HV` the hybridization. -/
theorem second_order_hamiltonian [StarModule ℝ A] {a : Bool ⊕ Bool → A}
    (h : CanonicalFermions a) {e U k : ℝ} (V : ℝ) (h1 : e ≠ k) (h2 : e + U ≠ k) :
    H0 a e U k + hybridization a V
      + comm (generator a e U k V) (H0 a e U k + hybridization a V)
      + (1 / 2 : ℝ) • comm (generator a e U k V) (comm (generator a e U k V) (H0 a e U k))
    = H0 a e U k + (1 / 2 : ℝ) • comm (generator a e U k V) (hybridization a V) := by
  have hadd : ∀ x y z : A, comm x (y + z) = comm x y + comm x z := by
    intro x y z
    simp only [comm, mul_add, add_mul]
    abel
  have hneg : ∀ x y : A, comm x (-y) = -comm x y := by
    intro x y
    simp only [comm, mul_neg, neg_mul]
    abel
  rw [hadd, generator_comm_H0 h V h1 h2, hneg]
  module

end

end AndersonSchriefferWolff
```

The theorem is this equality of finite expressions. It contains neither the exponential nor an error bound, and it does not project onto a singly occupied impurity, as a derivation of the exchange coupling would.

```lean
#print axioms AndersonSchriefferWolff.generator_antihermitian
#print axioms AndersonSchriefferWolff.second_order_hamiltonian
```

```
'AndersonSchriefferWolff.generator_antihermitian' depends on axioms: [propext, Classical.choice, Quot.sound]
'AndersonSchriefferWolff.second_order_hamiltonian' depends on axioms: [propext, Classical.choice, Quot.sound]
```
